# If $n$ matrices each lie within $e$ of a unitary one in operator norm, their product is off by at most $(1+e)^n-1$

A program that builds a point group from a few generators in floating-point Cartesian coordinates may multiply matrices that are only approximately the true symmetry operations, and the deviations of the factors then affect the product. If each of $n$ factors lies within $e$ of a unitary matrix in operator norm, their product differs from the product of these unitary matrices by at most $(1+e)^n-1$ in the same norm, and unitary operations all stretched by the factor $1+e$ reach this value.

```lean
import Mathlib

open Finset
open scoped Matrix.Norms.L2Operator

namespace SymmetryErrorAccumulation

noncomputable section

variable {m : Type*} [Fintype m] [DecidableEq m]

/-- The ordered product of the first `n` operations `g 0, g 1, ...`, where `g 0` acts first
and each later operation multiplies from the left. -/
def word (g : ℕ → Matrix m m ℂ) : ℕ → Matrix m m ℂ
  | 0 => 1
  | n + 1 => g n * word g n

/-- A product of unitary symmetry operations is unitary. -/
theorem word_unitary (U : ℕ → Matrix m m ℂ) (n : ℕ)
    (hU : ∀ k < n, U k ∈ Matrix.unitaryGroup m ℂ) :
    word U n ∈ Matrix.unitaryGroup m ℂ := by
  induction n with
  | zero => exact one_mem _
  | succ n ih =>
    exact mul_mem (hU n (Nat.lt_succ_self n))
      (ih fun k hk => hU k (Nat.lt_succ_of_lt hk))

/-- Scalar factors on the single operations collect into one factor on their product. -/
theorem word_smul (c : ℕ → ℂ) (U : ℕ → Matrix m m ℂ) (n : ℕ) :
    word (fun k => c k • U k) n = (∏ k ∈ range n, c k) • word U n := by
  induction n with
  | zero => simp [word]
  | succ n ih =>
    show (c n • U n) * word (fun k => c k • U k) n = _ • (U n * word U n)
    rw [ih, smul_mul_smul_comm, prod_range_succ, mul_comm (c n)]

variable [Nonempty m]

/-- If each computed operation `V k` lies within `e k` of a unitary operation `U k` in operator
norm, the ordered products differ by at most `∏ (1 + e k) - 1`. -/
theorem word_error_le (U V : ℕ → Matrix m m ℂ) (e : ℕ → ℝ) (n : ℕ)
    (hU : ∀ k < n, U k ∈ Matrix.unitaryGroup m ℂ)
    (hV : ∀ k < n, ‖V k - U k‖ ≤ e k) :
    ‖word V n - word U n‖ ≤ ∏ k ∈ range n, (1 + e k) - 1 := by
  induction n with
  | zero => simp [word]
  | succ n ih =>
    have hU' : ∀ k < n, U k ∈ Matrix.unitaryGroup m ℂ :=
      fun k hk => hU k (Nat.lt_succ_of_lt hk)
    have hδ := ih hU' fun k hk => hV k (Nat.lt_succ_of_lt hk)
    have he := hV n (Nat.lt_succ_self n)
    have hQ : ‖word U n‖ = 1 := CStarRing.norm_of_mem_unitary (word_unitary U n hU')
    have hUn : ‖U n‖ = 1 := CStarRing.norm_of_mem_unitary (hU n (Nat.lt_succ_self n))
    -- a computed operation can stretch vectors by at most `1 + e`
    have hVn : ‖V n‖ ≤ 1 + e n := by
      have h := norm_add_le (V n - U n) (U n)
      rw [sub_add_cancel] at h
      linarith
    -- old error carried along, plus the new error of the last step
    have split : word V (n + 1) - word U (n + 1)
        = V n * (word V n - word U n) + (V n - U n) * word U n := by
      show V n * word V n - U n * word U n = _
      noncomm_ring
    have h1 : ‖V n * (word V n - word U n)‖
        ≤ (1 + e n) * (∏ k ∈ range n, (1 + e k) - 1) :=
      (norm_mul_le _ _).trans
        (mul_le_mul hVn hδ (norm_nonneg _) ((norm_nonneg _).trans hVn))
    have h2 : ‖(V n - U n) * word U n‖ ≤ e n := by
      have h := norm_mul_le (V n - U n) (word U n)
      rw [hQ, mul_one] at h
      exact h.trans he
    rw [split, prod_range_succ]
    have h3 := norm_add_le (V n * (word V n - word U n)) ((V n - U n) * word U n)
    linarith

/-- Stretching each unitary operation by `1 + e k`, with `e k ≥ 0`, makes single errors of
exactly `e k` and a product error of exactly `∏ (1 + e k) - 1`. -/
theorem word_error_stretched (U : ℕ → Matrix m m ℂ) (e : ℕ → ℝ) (n : ℕ)
    (hU : ∀ k < n, U k ∈ Matrix.unitaryGroup m ℂ) (he : ∀ k < n, 0 ≤ e k) :
    (∀ k < n, ‖((1 + e k : ℝ) : ℂ) • U k - U k‖ = e k) ∧
    ‖word (fun k => ((1 + e k : ℝ) : ℂ) • U k) n - word U n‖
      = ∏ k ∈ range n, (1 + e k) - 1 := by
  -- stretching a unitary matrix by `r ≥ 1` moves it by exactly `r - 1`
  have key : ∀ (r : ℝ) (W : Matrix m m ℂ), 1 ≤ r → W ∈ Matrix.unitaryGroup m ℂ →
      ‖(r : ℂ) • W - W‖ = r - 1 := by
    intro r W hr hW
    have h : (r : ℂ) • W - W = ((r - 1 : ℝ) : ℂ) • W := by
      rw [Complex.ofReal_sub, Complex.ofReal_one, sub_smul, one_smul]
    rw [h, norm_smul, CStarRing.norm_of_mem_unitary hW, mul_one, Complex.norm_real,
      Real.norm_of_nonneg (by linarith)]
  constructor
  · intro k hk
    rw [key _ _ (by linarith [he k hk]) (hU k hk)]
    ring
  · have hp : (1 : ℝ) ≤ ∏ k ∈ range n, (1 + e k) := by
      have h := Finset.prod_le_prod (s := range n) (f := fun _ => (1 : ℝ))
        (g := fun k => 1 + e k) (fun _ _ => zero_le_one)
        (fun k hk => by linarith [he k (mem_range.1 hk)])
      simpa only [prod_const_one] using h
    rw [word_smul (fun k => ((1 + e k : ℝ) : ℂ)), ← Complex.ofReal_prod]
    exact key _ _ hp (word_unitary U n hU)

/-- If `n` computed operations each lie within `e` of unitary ones in operator norm, the
ordered products differ by at most `(1 + e) ^ n - 1`. -/
theorem word_error_le_pow (U V : ℕ → Matrix m m ℂ) (e : ℝ) (n : ℕ)
    (hU : ∀ k < n, U k ∈ Matrix.unitaryGroup m ℂ)
    (hV : ∀ k < n, ‖V k - U k‖ ≤ e) :
    ‖word V n - word U n‖ ≤ (1 + e) ^ n - 1 := by
  have h := word_error_le U V (fun _ => e) n hU hV
  simpa only [prod_const, card_range] using h

/-- For unitary operations all stretched by `1 + e`, with `e ≥ 0`, the product error equals
`(1 + e) ^ n - 1`. -/
theorem word_error_eq_pow (U : ℕ → Matrix m m ℂ) (e : ℝ) (n : ℕ)
    (hU : ∀ k < n, U k ∈ Matrix.unitaryGroup m ℂ) (he : 0 ≤ e) :
    ‖word (fun k => ((1 + e : ℝ) : ℂ) • U k) n - word U n‖ = (1 + e) ^ n - 1 := by
  have h := (word_error_stretched U (fun _ => e) n hU fun _ _ => he).2
  simpa only [prod_const, card_range] using h

/-- For two or more unitary operations all stretched by `1 + e`, with `e > 0`, the product
error is strictly larger than `n * e`. -/
theorem word_error_superlinear (U : ℕ → Matrix m m ℂ) (e : ℝ) (n : ℕ)
    (hU : ∀ k < n, U k ∈ Matrix.unitaryGroup m ℂ) (he : 0 < e) (hn : 2 ≤ n) :
    n * e < ‖word (fun k => ((1 + e : ℝ) : ℂ) • U k) n - word U n‖ := by
  rw [word_error_eq_pow U e n hU he.le]
  clear hU
  -- strict Bernoulli inequality
  induction n, hn using Nat.le_induction with
  | base => norm_num; nlinarith [mul_pos he he]
  | succ n hn ih =>
    have h0 : (0 : ℝ) ≤ n * e := by positivity
    rw [pow_succ]
    push_cast
    nlinarith [mul_pos he (sub_pos.2 ih), mul_nonneg h0 he.le]

/-- If a unitary operation satisfies `g ^ n = 1`, a computed version within `e` of it in
operator norm satisfies this relation up to an error of at most `(1 + e) ^ n - 1`. -/
theorem cyclic_relation_error (g g' : Matrix m m ℂ) (e : ℝ) (n : ℕ)
    (hg : g ∈ Matrix.unitaryGroup m ℂ) (hn : g ^ n = 1) (he : ‖g' - g‖ ≤ e) :
    ‖g' ^ n - 1‖ ≤ (1 + e) ^ n - 1 := by
  have hw : ∀ (a : Matrix m m ℂ) (k : ℕ), word (fun _ => a) k = a ^ k := by
    intro a k
    induction k with
    | zero => simp [word]
    | succ k ih => rw [pow_succ', ← ih]; rfl
  have h := word_error_le_pow (fun _ => g) (fun _ => g') e n (fun _ _ => hg) (fun _ _ => he)
  rwa [hw, hw, hn] at h

/-- If `n` computed operations each lie within `e` of unitary ones in operator norm, their
product `P` satisfies `‖P† P - 1‖ ≤ (1 + e) ^ (2 n) - 1`. -/
theorem unitarity_defect_le (U V : ℕ → Matrix m m ℂ) (e : ℝ) (n : ℕ)
    (hU : ∀ k < n, U k ∈ Matrix.unitaryGroup m ℂ)
    (hV : ∀ k < n, ‖V k - U k‖ ≤ e) :
    ‖star (word V n) * word V n - 1‖ ≤ (1 + e) ^ (2 * n) - 1 := by
  have hδ := word_error_le_pow U V e n hU hV
  have hW := word_unitary U n hU
  have hN : ‖word U n‖ = 1 := CStarRing.norm_of_mem_unitary hW
  have hQ : star (word U n) * word U n = 1 := Matrix.mem_unitaryGroup_iff'.1 hW
  generalize word V n = P at *
  generalize word U n = Q at *
  -- expand around the exact product
  have split : star P * P - 1
      = star (P - Q) * (P - Q) + star (P - Q) * Q + star Q * (P - Q) := by
    rw [← hQ, star_sub]
    noncomm_ring
  have h1 := norm_mul_le (star (P - Q)) (P - Q)
  have h2 := norm_mul_le (star (P - Q)) Q
  have h3 := norm_mul_le (star Q) (P - Q)
  rw [norm_star] at h1 h2 h3
  rw [hN] at h2 h3
  have h4 := norm_add₃_le (a := star (P - Q) * (P - Q)) (b := star (P - Q) * Q)
    (c := star Q * (P - Q))
  rw [split, pow_mul']
  nlinarith [norm_nonneg (P - Q)]

end

end SymmetryErrorAccumulation
```

```lean
#print axioms SymmetryErrorAccumulation.word_error_superlinear
#print axioms SymmetryErrorAccumulation.cyclic_relation_error
#print axioms SymmetryErrorAccumulation.unitarity_defect_le
```

```
'SymmetryErrorAccumulation.word_error_superlinear' depends on axioms: [propext, Classical.choice, Quot.sound]
'SymmetryErrorAccumulation.cyclic_relation_error' depends on axioms: [propext, Classical.choice, Quot.sound]
'SymmetryErrorAccumulation.unitarity_defect_le' depends on axioms: [propext, Classical.choice, Quot.sound]
```

## Operations, computed versions and their products

The exact symmetry operations are unitary complex matrices $U_0,U_1,\dots$, and their computed versions are $V_0,V_1,\dots$. In Lean both are sequences of type `ℕ → Matrix m m ℂ`, where `m` is a finite index type that labels the basis. Only the members with `k < n` matter for a product of $n$ operations, so the hypotheses speak only of these. Rotations and reflections in Cartesian coordinates are included as real orthogonal matrices, and so are the matrices of a unitary representation on a finite set of orthonormal orbitals.

The function `word` forms the ordered product. It starts from the identity, and each later operation multiplies from the left, as it does when operations act one after another on a column vector. With $Q_n$ for the exact product and $P_n$ for the computed one,

$$Q_0=P_0=1,\qquad Q_{n+1}=U_nQ_n,\qquad P_{n+1}=V_nP_n .$$

For $n\ge 1$ this means $Q_n=U_{n-1}\cdots U_0$, with $U_0$ acting first. The operations may differ from one another and need not commute.

The norm is the L2 operator norm, selected by `Matrix.Norms.L2Operator`: $\|A\|$ is the largest length of $Av$ over vectors $v$ of length one. In Cartesian coordinates, $\|V_k-U_k\|\le e_k$ therefore says that the computed operation puts an atom at distance $r$ from the origin at most $e_kr$ away from its correct image. The number $e_k$ stands for whatever spoiled the matrix, such as rounded sines and cosines, truncated input, or an operation fitted to a slightly distorted structure. It is assumed as given. A tolerance on single matrix entries must first be converted into one on the operator norm.

No separate assumption $e_k\ge 0$ appears in the upper bounds, because a norm below $e_k$ already forces it. The matrices $V_k$ need not be unitary. The condition `Nonempty m` excludes matrices of size zero, for which the identity has norm zero instead of one.

## What the theorems state

The general bound, `word_error_le`, allows a different tolerance at each step:

$$\|P_n-Q_n\|\le\prod_{k<n}(1+e_k)-1 .$$

With one common tolerance $e$ it becomes `word_error_le_pow`, whose right-hand side is $(1+e)^n-1$.

The theorem `word_error_stretched` shows that the general bound is attained. For $e_k\ge 0$ and $V_k=(1+e_k)U_k$, every single error is exactly $e_k$ and the error of the product is exactly $\prod_{k<n}(1+e_k)-1$. This holds for every choice of the unitary matrices $U_k$. The uniform case is `word_error_eq_pow`, and `word_error_superlinear` adds that for $e>0$ and $n\ge 2$ this error is strictly larger than $ne$. Adding up the single tolerances is thus not a safe bound for computed operations that may stretch vectors.

Two further theorems concern checks that a symmetry program might make. If a unitary $g$ satisfies $g^n=1$ and $g'$ lies within $e$ of it, `cyclic_relation_error` gives

$$\|g'^n-1\|\le(1+e)^n-1 .$$

For a sixfold rotation with $e=10^{-3}$, the relation $g^6=1$ may be missed by up to about $0.00602$. The theorem `unitarity_defect_le` bounds the failure of the computed product to preserve lengths and angles:

$$\|P_n^\dagger P_n-1\|\le(1+e)^{2n}-1 .$$

For simulation practice this suggests letting the tolerance in a test of group relations grow with the number of factors, in a model where the errors sit in the given finite matrices and the multiplications themselves are carried out without rounding. Rounding made while multiplying would be an additional source of error. The translation parts of space-group operations and antiunitary operations such as time reversal also lie beyond this model.

## Old error carried along, new error added

Write $\delta_n=\|P_n-Q_n\|$ and $\Pi_n=\prod_{k<n}(1+e_k)$. The claim is $\delta_n\le\Pi_n-1$. For $n=0$ both products are the identity and both sides vanish.

For the step from $n$ to $n+1$, insert $V_nQ_n$ and subtract it again:

$$P_{n+1}-Q_{n+1}=V_nP_n-U_nQ_n=V_n(P_n-Q_n)+(V_n-U_n)Q_n .$$

The first term is the error already present, transported by the next computed operation. The second is the error of that operation, applied to the exact product. Three norms are needed:

- $\|Q_n\|=1$, because a product of unitary matrices is unitary;
- $\|V_n\|\le\|V_n-U_n\|+\|U_n\|\le e_n+1$, by the triangle inequality;
- $\|V_n-U_n\|\le e_n$, by hypothesis.

Since $\|AB\|\le\|A\|\,\|B\|$, it follows that

$$\delta_{n+1}\le(1+e_n)\delta_n+e_n\le(1+e_n)(\Pi_n-1)+e_n=\Pi_{n+1}-1 .$$

The proof of `word_error_le` is the same induction. The lemma `word_unitary` supplies the unitarity of $Q_n$ by its own induction, using that the unitary group is closed under multiplication, and `hQ` turns this into norm one. The bound on $\|V_n\|$ is `hVn`, and the induction hypothesis is `hδ`. The decomposition is `split`, verified by `noncomm_ring`, which expands products without exchanging the order of matrices. The two terms are estimated in `h1` and `h2`, their sum in `h3`, and `linarith` combines the estimates. For a common tolerance the product of $n$ equal factors is a power, which is all that `word_error_le_pow` adds.

## Why stretched operations reach the bound

If $W$ is unitary and $r\ge 1$, then

$$\|rW-W\|=(r-1)\|W\|=r-1 .$$

This is the statement `key` inside `word_error_stretched`. With $r=1+e_k$ and $W=U_k$ it gives the single errors.

For the product, scalars commute with matrices and can be collected in front:

$$P_n=\Big(\prod_{k<n}(1+e_k)\Big)Q_n=\Pi_nQ_n .$$

This is `word_smul`, proved by induction for arbitrary complex factors. Each $1+e_k$ is at least one, hence so is $\Pi_n$, which the proof records as `hp`. A second use of `key`, now with $r=\Pi_n$ and $W=Q_n$, gives $\|P_n-Q_n\|=\Pi_n-1$. Geometrically, the computed operation $V_k$ multiplies the length of every vector by $1+e_k$, and none of these factors is below one, so no stretch can undo another.

The comparison with $ne$ is a strict form of Bernoulli's inequality. For two steps, $(1+e)^2-1=2e+e^2>2e$. If $(1+e)^n-1>ne$ holds for some $n\ge 2$, then

$$(1+e)^{n+1}-1=(1+e)\big((1+e)^n-1\big)+e>(1+e)ne+e=(n+1)e+ne^2>(n+1)e .$$

In `word_error_superlinear` the induction starts at two through `Nat.le_induction`, and `nlinarith` receives the positive products that the two estimates require.

## Group relations and loss of unitarity

For the relation $g^n=1$, take all $U_k$ equal to $g$ and all $V_k$ equal to $g'$. The ordered products are then $g^n=1$ and $g'^n$, and the uniform bound applies directly. In `cyclic_relation_error` the auxiliary statement `hw` identifies a constant `word` with a power.

For the loss of unitarity, drop the index $n$ and set $\Delta=P-Q$. Because $Q^\dagger Q=1$,

$$P^\dagger P-1=(Q+\Delta)^\dagger(Q+\Delta)-Q^\dagger Q=\Delta^\dagger\Delta+\Delta^\dagger Q+Q^\dagger\Delta .$$

A matrix and its adjoint have the same norm, and $\|Q\|=1$. With $\delta=\|\Delta\|\le(1+e)^n-1$ this yields

$$\|P^\dagger P-1\|\le\delta^2+2\delta=(1+\delta)^2-1\le(1+e)^{2n}-1 .$$

In `unitarity_defect_le` the adjoint is written `star`. The expansion is again called `split`, the three terms are bounded in `h1`, `h2` and `h3`, and `h4` is the triangle inequality for their sum. The rewriting with `pow_mul'` turns $(1+e)^{2n}$ into the square of $(1+e)^n$, after which `nlinarith` finishes the estimate.

## Two factors of norm two break the bound

Suppose the exact matrices are allowed to have norm larger than one. Take size one, $U_0=U_1=2$ and $V_0=V_1=2+e$ with $e>0$. Each single error is $e$, but the products differ by

$$(2+e)^2-4=4e+e^2>2e+e^2=(1+e)^2-1 .$$

The bound fails because the exact factors themselves magnify errors. What this example rules out is giving up $\|U_k\|\le 1$; it does not show that the upper bound needs full unitarity.

Exact factors of norm larger than one also occur for crystals, where operations are often stored in fractional coordinates. With lattice vectors of equal length at $120^\circ$, the sixfold rotation has the rows $(1,-1)$ and $(1,0)$. This matrix is not unitary, and its operator norm exceeds one. The theorems apply to the same rotation once it is written in an orthonormal basis, with the error measured there.
